# The lowest-degree polynomial in a Hermitian operator that isolates one of a vector's k + 1 nonzero eigenspace components has degree k

To remove spin contamination from an unrestricted determinant, a code can apply a factor $S^2-s(s+1)$, in units of $\hbar^2$, for each unwanted spin $s$ present in it. Each factor costs one more application of $S^2$ to the state. The result below says that no polynomial in $S^2$ of lower degree leaves exactly the wanted spin component.

## The degree bound

Let $T$ be a Hermitian operator on a finite-dimensional complex inner product space and $\psi$ a vector. For real $\mu$, write $\psi_\mu$ for the orthogonal projection of $\psi$ on the eigenspace of $T$ for $\mu$, which is zero if $\mu$ is not an eigenvalue. The sectors of $\psi$ are the $\mu$ with $\psi_\mu\neq0$. Suppose that there are exactly $k+1$ of them, and let $\nu$ be one.

- If $p(T)\psi=c\,\psi_\nu$ with $c\neq0$, then $\deg p\ge k$, even if $p$ has complex coefficients.
- The real polynomial $q(x)=\prod_{\mu\neq\nu}(x-\mu)$, with $\mu$ running over the other sectors, has degree $k$ and satisfies $q(T)\psi=q(\nu)\,\psi_\nu$ with $q(\nu)\neq0$.

Dividing by $q(\nu)$ gives the component itself.

## What the bound means for a code

With $T=S^2$, the number $k$ counts the contaminating spins actually present in the state. A routine that applies only the factor for the next higher spin is exact only if no other contaminant is present, because that factor does not vanish at any other spin. The same count applies to any scheme that combines $\psi,T\psi,\dots,T^n\psi$ linearly: for $n<k$, no combination is a nonzero multiple of $\psi_\nu$.

For two electrons, on the span of $\uparrow\downarrow$ and $\downarrow\uparrow$ and in units of $\hbar^2$, $S^2$ is the matrix with all four entries equal to one. The state $\uparrow\downarrow=(1,0)$ has the singlet component $(\tfrac12,-\tfrac12)$ and the triplet component $(\tfrac12,\tfrac12)$, each with weight $\tfrac12$. One factor suffices: $(S^2-2)(1,0)=(-1,1)$, which is $-2$ times the singlet component.

## Derivation from overlaps with eigenvectors

**Detecting a sector.** Let $Tw=\mu w$. Since $\psi-\psi_\mu$ is orthogonal to the eigenspace, $\langle w,\psi_\mu\rangle=\langle w,\psi\rangle$. If $\psi_\mu\neq0$, then $w=\psi_\mu$ gives $\langle w,\psi\rangle=\|\psi_\mu\|^2\neq0$. If $\psi_\mu=0$, every such overlap vanishes. So $\mu$ is a sector exactly when some eigenvector for $\mu$ overlaps with $\psi$.

**Polynomials act by their values.** Because $T$ is Hermitian and $\mu$ is real,
$$\langle w,T^{n+1}\psi\rangle=\langle Tw,T^n\psi\rangle=\mu\,\langle w,T^n\psi\rangle .$$
Induction gives $\langle w,T^n\psi\rangle=\mu^n\langle w,\psi\rangle$, and linearity gives $\langle w,p(T)\psi\rangle=p(\mu)\langle w,\psi\rangle$.

**Different eigenvalues are orthogonal.** From $\mu\langle w,\psi_\nu\rangle=\langle Tw,\psi_\nu\rangle=\langle w,T\psi_\nu\rangle=\nu\langle w,\psi_\nu\rangle$ it follows that $\langle w,\psi_\nu\rangle=0$ when $\mu\neq\nu$.

**The isolation condition.** For a sector $\nu$, $p(T)\psi=c\,\psi_\nu$ holds exactly when $p(\nu)=c$ and $p(\mu)=0$ at every other sector $\mu$.

Suppose first that the vector equation holds. An eigenvector for $\nu$ that overlaps with $\psi$ gives $p(\nu)\langle w,\psi\rangle=c\langle w,\psi\rangle$, so $p(\nu)=c$. An overlapping eigenvector for another sector $\mu$ gives $p(\mu)\langle w,\psi\rangle=0$, so $p(\mu)=0$.

Conversely, compare the overlaps of both sides with an orthonormal eigenbasis. For a basis vector $w$ with eigenvalue $\mu=\nu$, both overlaps are $c\langle w,\psi\rangle$. If $\mu\neq\nu$, the right side gives zero, and so does the left: either $\mu$ is a sector and $p(\mu)=0$, or it is not and $\langle w,\psi\rangle=0$.

**Counting roots.** If $c\neq0$, then $p(\nu)\neq0$, so $p$ is not the zero polynomial. It has $k$ distinct roots at the other sectors, hence degree at least $k$. The product $q$ vanishes at these sectors and not at $\nu$, so it attains the bound. For $k=0$ it is the constant $1$.

**Spins.** Write $a=2s$ and $b=2s'$ for non-negative integers $a,b$. Then
$$4\,[s(s+1)-s'(s'+1)]=(a-b)(a+b+2),$$
and the last factor is positive. Distinct spins therefore have distinct eigenvalues, and each contaminating spin contributes one root.

## The Lean file

```lean
import Mathlib

open Polynomial
open scoped InnerProductSpace

namespace SpinContamination

noncomputable section

variable {E : Type*} [NormedAddCommGroup E] [InnerProductSpace ℂ E] [FiniteDimensional ℂ E]

/-- The component of the state `ψ` at the real number `μ`: its orthogonal projection on the
eigenspace of `T` for `μ`. -/
def component (T : E →ₗ[ℂ] E) (μ : ℝ) (ψ : E) : E :=
  (Module.End.eigenspace T (μ : ℂ)).starProjection ψ

/-- The sectors of `ψ`: the real eigenvalues of `T` at which `ψ` has a nonzero component. -/
def sectors (T : E →ₗ[ℂ] E) (ψ : E) : Set ℝ := {μ | component T μ ψ ≠ 0}

/-- The polynomial `p` isolates the sector `ν` of `ψ`: the vector `p(T)ψ` is a nonzero multiple
of the component of `ψ` at `ν`. -/
def Isolates (T : E →ₗ[ℂ] E) (ψ : E) (ν : ℝ) (p : ℂ[X]) : Prop :=
  ∃ c : ℂ, c ≠ 0 ∧ aeval T p ψ = c • component T ν ψ

/-- The product of the annihilator factors `X - μ`, one for each `μ` in `K`. -/
def annihilator (K : Finset ℝ) : ℝ[X] := ∏ μ ∈ K, (X - C μ)

/-- The eigenvalue `s(s+1)` of the squared total spin, labelled by the integer `m = 2s`. -/
def spinSq (m : ℕ) : ℝ := (m : ℝ) / 2 * ((m : ℝ) / 2 + 1)

/-- The component of `ψ` at `μ` satisfies the eigenvalue equation of `T` for `μ`. -/
theorem apply_component (T : E →ₗ[ℂ] E) (μ : ℝ) (ψ : E) :
    T (component T μ ψ) = (μ : ℂ) • component T μ ψ :=
  Module.End.mem_eigenspace_iff.1 (Submodule.starProjection_apply_mem _ ψ)

/-- A vector of the eigenspace for `μ` has the same overlap with `ψ` as with the component of
`ψ` at `μ`. -/
theorem inner_component {T : E →ₗ[ℂ] E} {μ : ℝ} {w : E} (hw : T w = (μ : ℂ) • w) (ψ : E) :
    ⟪w, component T μ ψ⟫_ℂ = ⟪w, ψ⟫_ℂ := by
  have h := Submodule.inner_right_of_mem_orthogonal (Module.End.mem_eigenspace_iff.2 hw)
    (Submodule.sub_starProjection_mem_orthogonal (K := Module.End.eigenspace T (μ : ℂ)) ψ)
  rw [inner_sub_right] at h
  exact (sub_eq_zero.1 h).symm

/-- A sector is present in `ψ` exactly when some eigenvector for it overlaps with `ψ`. -/
theorem mem_sectors_iff {T : E →ₗ[ℂ] E} {ψ : E} {μ : ℝ} :
    μ ∈ sectors T ψ ↔ ∃ w, T w = (μ : ℂ) • w ∧ ⟪w, ψ⟫_ℂ ≠ 0 := by
  constructor
  · intro h
    refine ⟨component T μ ψ, apply_component T μ ψ, ?_⟩
    rw [← inner_component (apply_component T μ ψ) ψ]
    exact inner_self_ne_zero.2 h
  · rintro ⟨w, hw, hne⟩ h0
    apply hne
    rw [← inner_component hw ψ, h0, inner_zero_right]

omit [FiniteDimensional ℂ E] in
/-- For Hermitian `T`, a polynomial in `T` multiplies the overlap with an eigenvector by the
value of the polynomial at the eigenvalue. -/
theorem inner_aeval {T : E →ₗ[ℂ] E} (hT : T.IsSymmetric) {μ : ℝ} {w : E}
    (hw : T w = (μ : ℂ) • w) (p : ℂ[X]) (ψ : E) :
    ⟪w, aeval T p ψ⟫_ℂ = p.eval (μ : ℂ) * ⟪w, ψ⟫_ℂ := by
  have hpow : ∀ n : ℕ, ⟪w, (T ^ n) ψ⟫_ℂ = (μ : ℂ) ^ n * ⟪w, ψ⟫_ℂ := by
    intro n
    induction n with
    | zero => simp
    | succ n ih =>
      rw [pow_succ', Module.End.mul_apply, ← hT w, hw, inner_smul_left, Complex.conj_ofReal, ih]
      ring
  induction p using Polynomial.induction_on' with
  | add p q hp hq =>
    rw [map_add, LinearMap.add_apply, inner_add_right, hp, hq, eval_add]
    ring
  | monomial n a =>
    rw [aeval_monomial, Module.End.mul_apply, Module.algebraMap_end_apply, inner_smul_right,
      hpow, eval_monomial]
    ring

/-- For Hermitian `T` and a sector `ν` of `ψ`, the vector `p(T)ψ` is `c` times the component at
`ν` exactly when `p` equals `c` at `ν` and vanishes at every other sector of `ψ`. -/
theorem aeval_eq_smul_component_iff {T : E →ₗ[ℂ] E} (hT : T.IsSymmetric) {ψ : E} {ν : ℝ}
    (hν : ν ∈ sectors T ψ) (p : ℂ[X]) (c : ℂ) :
    aeval T p ψ = c • component T ν ψ ↔
      p.eval (ν : ℂ) = c ∧ ∀ μ ∈ sectors T ψ, μ ≠ ν → p.eval (μ : ℂ) = 0 := by
  -- eigenvectors of other eigenvalues are orthogonal to the component at `ν`
  have orth : ∀ (μ : ℝ) (w : E), T w = (μ : ℂ) • w → μ ≠ ν → ⟪w, component T ν ψ⟫_ℂ = 0 := by
    intro μ w hw hne
    have h := hT w (component T ν ψ)
    rw [hw, apply_component, inner_smul_left, inner_smul_right, Complex.conj_ofReal] at h
    have hd : (μ : ℂ) - ν ≠ 0 := sub_ne_zero.2 (fun e => hne (Complex.ofReal_injective e))
    exact (mul_eq_zero.1 (by linear_combination h :
      ((μ : ℂ) - ν) * ⟪w, component T ν ψ⟫_ℂ = 0)).resolve_left hd
  constructor
  · intro h
    constructor
    · obtain ⟨w, hw, hne⟩ := mem_sectors_iff.1 hν
      have e := inner_aeval hT hw p ψ
      rw [h, inner_smul_right, inner_component hw] at e
      exact (mul_right_cancel₀ hne e).symm
    · intro μ hμ hμν
      obtain ⟨w, hw, hne⟩ := mem_sectors_iff.1 hμ
      have e := inner_aeval hT hw p ψ
      rw [h, inner_smul_right, orth μ w hw hμν, mul_zero] at e
      exact (mul_eq_zero.1 e.symm).resolve_right hne
  · rintro ⟨hc, hz⟩
    -- compare overlaps with a complete orthonormal set of eigenvectors
    let b := hT.eigenvectorBasis rfl
    rw [← b.sum_repr' (aeval T p ψ), ← b.sum_repr' (c • component T ν ψ)]
    refine Finset.sum_congr rfl fun i _ => ?_
    congr 1
    have hw : T (b i) = ((hT.eigenvalues rfl i : ℝ) : ℂ) • b i := hT.apply_eigenvectorBasis rfl i
    generalize hT.eigenvalues rfl i = μ at hw
    rw [inner_aeval hT hw, inner_smul_right]
    by_cases hμν : μ = ν
    · subst hμν
      rw [inner_component hw, hc]
    · rw [orth μ _ hw hμν, mul_zero]
      by_cases hμ : μ ∈ sectors T ψ
      · rw [hz μ hμ hμν, zero_mul]
      · have h0 : ⟪b i, ψ⟫_ℂ = 0 := by
          by_contra hne
          exact hμ (mem_sectors_iff.2 ⟨b i, hw, hne⟩)
        rw [h0, mul_zero]

/-- Let `T` be Hermitian and let the sectors of `ψ` be `ν` and the elements of `K`, with `ν` not
in `K`. Isolating `ν` takes degree at least the size of `K`, and the product of one annihilator
factor for each element of `K` isolates `ν`. -/
theorem annihilator_optimal {T : E →ₗ[ℂ] E} (hT : T.IsSymmetric) {ψ : E} {ν : ℝ}
    {K : Finset ℝ} (hνK : ν ∉ K) (hK : sectors T ψ = insert ν (K : Set ℝ)) :
    (∀ p : ℂ[X], Isolates T ψ ν p → K.card ≤ p.natDegree) ∧
      Isolates T ψ ν ((annihilator K).map Complex.ofRealHom) := by
  have hν : ν ∈ sectors T ψ := by rw [hK]; exact Set.mem_insert _ _
  constructor
  · rintro p ⟨c, hc, h⟩
    obtain ⟨h1, h2⟩ := (aeval_eq_smul_component_iff hT hν p c).1 h
    have hp : p ≠ 0 := by
      rintro rfl
      exact hc (by simpa using h1.symm)
    -- every contaminating eigenvalue is a root of `p`
    rw [← Finset.card_map ⟨Complex.ofReal, Complex.ofReal_injective⟩]
    apply Polynomial.card_le_degree_of_subset_roots
    intro z hz
    rw [Finset.mem_val] at hz
    obtain ⟨μ, hμ, rfl⟩ := Finset.mem_map.1 hz
    refine (mem_roots hp).2 (h2 μ ?_ ?_)
    · rw [hK]
      exact Set.mem_insert_of_mem _ hμ
    · rintro rfl
      exact hνK hμ
  · have ev : ∀ x : ℝ, ((annihilator K).map Complex.ofRealHom).eval (x : ℂ)
        = ((∏ μ ∈ K, (x - μ) : ℝ) : ℂ) := by
      intro x
      have h : (annihilator K).eval x = ∏ μ ∈ K, (x - μ) := by
        simp [annihilator, eval_prod]
      rw [eval_map, ← h]
      exact eval₂_at_apply Complex.ofRealHom x
    refine ⟨_, ?_, (aeval_eq_smul_component_iff hT hν _ _).2 ⟨ev ν, ?_⟩⟩
    · refine Complex.ofReal_ne_zero.2 (Finset.prod_ne_zero_iff.2 fun μ hμ => sub_ne_zero.2 ?_)
      rintro rfl
      exact hνK hμ
    · intro μ hμ hne
      rw [hK] at hμ
      have hμK : μ ∈ K := Finset.mem_coe.1 (hμ.resolve_left hne)
      rw [ev, Finset.prod_eq_zero hμK (sub_self μ), Complex.ofReal_zero]

/-- Let `T` be Hermitian and let `ψ` have exactly `k + 1` sectors, `ν` among them. Every
polynomial that isolates `ν` has degree at least `k`, and a real polynomial of degree `k`
isolates it. -/
theorem minimal_isolating_degree {T : E →ₗ[ℂ] E} (hT : T.IsSymmetric) {ψ : E} {k : ℕ}
    (hk : (sectors T ψ).ncard = k + 1) {ν : ℝ} (hν : ν ∈ sectors T ψ) :
    (∀ p : ℂ[X], Isolates T ψ ν p → k ≤ p.natDegree) ∧
      ∃ q : ℝ[X], q.natDegree = k ∧ Isolates T ψ ν (q.map Complex.ofRealHom) := by
  have hfin : (sectors T ψ).Finite := Set.finite_of_ncard_ne_zero (by omega)
  have hmem : ν ∈ hfin.toFinset := hfin.mem_toFinset.2 hν
  have hcard : (hfin.toFinset.erase ν).card = k := by
    rw [Finset.card_erase_of_mem hmem, ← Set.ncard_eq_toFinset_card _ hfin, hk]
    omega
  have hK : sectors T ψ = insert ν ((hfin.toFinset.erase ν : Finset ℝ) : Set ℝ) := by
    rw [← Finset.coe_insert, Finset.insert_erase hmem, hfin.coe_toFinset]
  obtain ⟨h1, h2⟩ := annihilator_optimal hT (Finset.notMem_erase ν _) hK
  rw [hcard] at h1
  refine ⟨h1, _, ?_, h2⟩
  rw [annihilator, natDegree_prod_of_monic _ _ (fun μ _ => monic_X_sub_C μ)]
  simpa using hcard

/-- Let the Hermitian operator `S2` have on `ψ` exactly the sectors `s(s+1)` with `2s = m` or
`2s` in `K`, where `m` is not in `K`. Isolating `m` takes degree at least the number of
contaminating spins in `K`, and one annihilator factor for each of them suffices. -/
theorem one_factor_per_contaminating_spin {S2 : E →ₗ[ℂ] E} (hS : S2.IsSymmetric) {ψ : E}
    {m : ℕ} {K : Finset ℕ} (hm : m ∉ K)
    (hK : sectors S2 ψ = spinSq '' (insert m (K : Set ℕ))) :
    (∀ p : ℂ[X], Isolates S2 ψ (spinSq m) p → K.card ≤ p.natDegree) ∧
      Isolates S2 ψ (spinSq m) ((annihilator (K.image spinSq)).map Complex.ofRealHom) := by
  -- different spins have different values of `s(s+1)`
  have inj : Function.Injective spinSq := by
    intro a b h
    simp only [spinSq] at h
    have h' : ((a : ℝ) - b) * (a + b + 2) = 0 := by linear_combination 4 * h
    have hpos : (a : ℝ) + b + 2 ≠ 0 := by positivity
    exact Nat.cast_injective (sub_eq_zero.1 ((mul_eq_zero.1 h').resolve_right hpos))
  rw [← Finset.card_image_of_injective K inj]
  apply annihilator_optimal hS
  · intro h
    obtain ⟨j, hj, e⟩ := Finset.mem_image.1 h
    exact hm (inj e ▸ hj)
  · rw [hK, Set.image_insert_eq, Finset.coe_image]

/-- The squared total spin of two electrons on the span of `↑↓` and `↓↑`, in units of `ħ²`:
the matrix with all four entries equal to one. -/
def pairSpinSq : EuclideanSpace ℂ (Fin 2) →ₗ[ℂ] EuclideanSpace ℂ (Fin 2) where
  toFun w := !₂[w 0 + w 1, w 0 + w 1]
  map_add' x y := by
    ext i
    fin_cases i <;> simp <;> ring
  map_smul' c x := by
    ext i
    fin_cases i <;> simp <;> ring

/-- The squared spin of the electron pair is Hermitian, and the state `↑↓` has exactly the
sectors `s(s+1)` with `2s = 0` and `2s = 2`. -/
theorem one_factor_per_contaminating_spin_witness :
    pairSpinSq.IsSymmetric ∧ sectors pairSpinSq !₂[1, 0] = spinSq '' {0, 2} := by
  constructor
  · intro x y
    simp [pairSpinSq, PiLp.inner_apply, Fin.sum_univ_two]
    ring
  · ext μ
    rw [mem_sectors_iff, Set.image_pair]
    have s0 : spinSq 0 = 0 := by norm_num [spinSq]
    have s2 : spinSq 2 = 2 := by norm_num [spinSq]
    rw [s0, s2, Set.mem_insert_iff, Set.mem_singleton_iff]
    constructor
    · rintro ⟨w, hw, hne⟩
      have h0 : w 0 + w 1 = (μ : ℂ) * w 0 := by
        simpa [pairSpinSq] using congrArg (fun v => v.ofLp 0) hw
      have h1 : w 0 + w 1 = (μ : ℂ) * w 1 := by
        simpa [pairSpinSq] using congrArg (fun v => v.ofLp 1) hw
      have hw0 : w 0 ≠ 0 := by
        intro h
        apply hne
        simp [PiLp.inner_apply, Fin.sum_univ_two, h]
      -- the two rows give `μ (μ - 2) w₀ = 0`
      have h : (μ : ℂ) * ((μ : ℂ) - 2) = 0 := by
        apply (mul_eq_zero.1 (_ : (μ : ℂ) * ((μ : ℂ) - 2) * w 0 = 0)).resolve_right hw0
        linear_combination (1 - (μ : ℂ)) * h0 - h1
      rcases mul_eq_zero.1 h with h | h
      · exact Or.inl (Complex.ofReal_eq_zero.1 h)
      · right
        exact_mod_cast sub_eq_zero.1 h
    · rintro (rfl | rfl)
      · refine ⟨!₂[1, -1], ?_, ?_⟩
        · ext i
          fin_cases i <;> simp [pairSpinSq]
        · simp [PiLp.inner_apply, Fin.sum_univ_two]
      · refine ⟨!₂[1, 1], ?_, ?_⟩
        · ext i
          fin_cases i <;> simp [pairSpinSq] <;> norm_num
        · simp [PiLp.inner_apply, Fin.sum_univ_two]

end

end SpinContamination
```

```lean
#print axioms SpinContamination.minimal_isolating_degree
-- 'SpinContamination.minimal_isolating_degree' depends on axioms: [propext, Classical.choice, Quot.sound]
#print axioms SpinContamination.one_factor_per_contaminating_spin
-- 'SpinContamination.one_factor_per_contaminating_spin' depends on axioms: [propext, Classical.choice, Quot.sound]
```

## Reading the statements

The operator is a linear map `T : E →ₗ[ℂ] E`, and `T.IsSymmetric` says that it is Hermitian. `component T μ ψ` is $\psi_\mu$, and `sectors T ψ` is the set of real $\mu$ where it is nonzero. `Isolates T ψ ν p` says that $p(T)\psi$ is a nonzero multiple of $\psi_\nu$; here `aeval T p` is $p(T)$. Real polynomials enter through `map Complex.ofRealHom`, which reads their coefficients as complex numbers.

`minimal_isolating_degree` is the general result: `ncard = k + 1` fixes the number of sectors, and `natDegree` is the degree. `annihilator_optimal` names the other sectors as a finite set `K` and shows that the product of their factors isolates $\nu$.

In `one_factor_per_contaminating_spin`, `K` instead holds the doubled spins $2s$ of the contaminants and `m` is the doubled target spin, so half-integer spins need no separate treatment. `spinSq` converts a doubled spin to $s(s+1)$. The operator `S2` is any Hermitian operator whose sectors on $\psi$ have these values. That condition stands for the angular-momentum spectrum of the total spin; it is assumed here, not derived from the spin commutation relations. The final theorem verifies it, along with Hermiticity, for the two-electron matrix `pairSpinSq` and the state $\uparrow\downarrow$.

## From the lemmas to the bound

`inner_component` and `mem_sectors_iff` carry out the detection of a sector, and `inner_aeval` does the induction on powers, then extends it to sums and monomials. In `aeval_eq_smul_component_iff`, the local statement `orth` is the orthogonality argument; the converse expands both vectors in `eigenvectorBasis` and splits into the same cases as above.

`annihilator_optimal` gets the lower bound from `card_le_degree_of_subset_roots` and evaluates the product for the upper bound. `minimal_isolating_degree` takes `K` to be the set of sectors with `ν` erased and computes the degree of the product. The spin theorem first proves `spinSq` injective by the factorisation above. For the electron pair, the two rows of the eigenvalue equation give $\mu(\mu-2)w_0=0$, where $w_0$ is the first entry of $w$. An eigenvector that overlaps with $\uparrow\downarrow$ has $w_0\neq0$, so only $0$ and $2$ remain. The vectors $(1,-1)$ and $(1,1)$, which the code leaves unnormalised, show that both occur.

## Scope of the bound, and a non-Hermitian counter-example

The bound concerns exact isolation by a polynomial in one operator on a finite-dimensional space. It says nothing about rounding or about the cost of applying $S^2$. A sector with a tiny weight counts fully, so a calculation that tolerates a small residual contamination may manage with fewer factors.

With components defined by orthogonal projection, a diagonalisable $T$ with real eigenvalues is not enough. Take
$$T=\begin{pmatrix}0&1\\0&1\end{pmatrix},\qquad \psi=\begin{pmatrix}1\\0\end{pmatrix}.$$
The eigenvalues are $0$ and $1$, with eigenvectors $(1,0)$ and $(1,1)$. The projections of $\psi$ are $(1,0)$ and $(\tfrac12,\tfrac12)$, so there are two sectors and $k=1$. Yet the constant polynomial $1$, of degree $0$, already isolates the sector $0$. The sector $1$ can't be isolated at all, because $p(T)\psi=p(0)\psi$ for every $p$. Both halves of the result fail.
